# At equal ligand distance, the fourth-order crystal fields of the tetrahedron and cube are −4/9 and −8/9 of the octahedral field

For equal point-charge ligands at equal distances, with the polyhedra aligned to the same cubic axes, the fourth-order crystal field of a tetrahedron is −4/9 of the octahedral field at every point, and that of a cube is −8/9 of it. For an icosahedron this field vanishes. In the point-charge model of d-electron complexes, the minus sign inverts the order of the e and t₂ levels between octahedron and tetrahedron.

## Fields and ligand shells

An electron sits at x = (x₀, x₁, x₂), with r² = x·x. In Lean, x has type `Fin 3 → ℝ` and `⬝ᵥ` is the scalar product.

```lean
import Mathlib

open Matrix

namespace CubicCrystalField

noncomputable section
```

The angular shape is carried by Y, an unnormalised cubic harmonic and not a spherical harmonic Yₗₘ:

Y = x₀⁴ + x₁⁴ + x₂⁴ − (3/5) r⁴

```lean
/-- The cubic quartic form `Y = x⁴ + y⁴ + z⁴ - (3/5) r⁴`. -/
def cubicY (x : Fin 3 → ℝ) : ℝ :=
  x 0 ^ 4 + x 1 ^ 4 + x 2 ^ 4 - 3 / 5 * (x ⬝ᵥ x) ^ 2
```

For ligand directions uᵢ, indexed by a finite type `ι`, write Sₖ for the sum of (uᵢ·x)ᵏ.

```lean
/-- The sum of `(u · x)ᵏ` over the ligand directions `u`. -/
def powerSum {ι : Type*} [Fintype ι] (k : ℕ) (u : ι → Fin 3 → ℝ) (x : Fin 3 → ℝ) : ℝ :=
  ∑ i, (u i ⬝ᵥ x) ^ k
```

For r < R, the potential of a point charge at distance R from the centre is a series in rᵏPₖ(cos θ)/Rᵏ⁺¹, where Pₖ are the Legendre polynomials and θ is the angle between x and the direction of the charge. The fourth-order field F collects the k = 4 terms of all ligands: it is the sum of r⁴P₄(cos θᵢ), with θᵢ the angle between uᵢ and x. For unit uᵢ, r cos θᵢ = uᵢ·x, so F is a polynomial in x. The common prefactor, proportional to the ligand charge and to 1/R⁵, is left out. That real ligands share this prefactor and act as point charges is assumed.

```lean
/-- The fourth-order field of equal ligands at equal distances in unit directions `u`, up to a
common prefactor set by ligand charge and distance: the sum of `r⁴ P₄(cos θ)`, with `θ` the angle
between `u` and `x`. -/
def fourthOrderField {ι : Type*} [Fintype ι] (u : ι → Fin 3 → ℝ) (x : Fin 3 → ℝ) : ℝ :=
  ∑ i, (35 * (u i ⬝ᵥ x) ^ 4 - 30 * (u i ⬝ᵥ x) ^ 2 * (x ⬝ᵥ x) + 3 * (x ⬝ᵥ x) ^ 2) / 8
```

The four shells are explicit lists of vectors; g denotes the golden ratio, `golden`.

```lean
/-- The six ligand directions of the octahedron, along the coordinate axes. -/
def octahedron : Fin 6 → Fin 3 → ℝ :=
  ![![1, 0, 0], ![-1, 0, 0], ![0, 1, 0], ![0, -1, 0], ![0, 0, 1], ![0, 0, -1]]

/-- The four ligand directions of the tetrahedron, towards alternate corners of a cube. -/
def tetrahedron : Fin 4 → Fin 3 → ℝ :=
  (Real.sqrt 3)⁻¹ • (![![1, 1, 1], ![1, -1, -1], ![-1, 1, -1], ![-1, -1, 1]] :
    Fin 4 → Fin 3 → ℝ)

/-- The eight ligand directions of the cube, along all body diagonals. -/
def cube : Fin 8 → Fin 3 → ℝ :=
  (Real.sqrt 3)⁻¹ • (![![1, 1, 1], ![1, -1, -1], ![-1, 1, -1], ![-1, -1, 1],
    ![-1, -1, -1], ![-1, 1, 1], ![1, -1, 1], ![1, 1, -1]] : Fin 8 → Fin 3 → ℝ)

/-- The golden ratio. -/
def golden : ℝ := (1 + Real.sqrt 5) / 2

/-- The twelve ligand directions of the icosahedron. -/
def icosahedron : Fin 12 → Fin 3 → ℝ :=
  (Real.sqrt (1 + golden ^ 2))⁻¹ • (![![0, 1, golden], ![0, 1, -golden],
    ![0, -1, golden], ![0, -1, -golden], ![1, golden, 0], ![1, -golden, 0],
    ![-1, golden, 0], ![-1, -golden, 0], ![golden, 0, 1], ![-golden, 0, 1],
    ![golden, 0, -1], ![-golden, 0, -1]] : Fin 12 → Fin 3 → ℝ)
```

## (a) Scalar product in components

Show that

u·x = u₀x₀ + u₁x₁ + u₂x₂

This is the definition, with the sum over three indices written out.

```lean
/-- The scalar product in Cartesian components. -/
theorem dot_components (u x : Fin 3 → ℝ) :
    u ⬝ᵥ x = u 0 * x 0 + u 1 * x 1 + u 2 * x 2 := by
  simp [dotProduct, Fin.sum_univ_three]
```

## (b) Rescaled directions

Show that replacing every vᵢ by c vᵢ gives

Sₖ(cv) = cᵏ Sₖ(v)

Each term obeys (c vᵢ·x)ᵏ = cᵏ(vᵢ·x)ᵏ; take cᵏ out of the sum. In the smallest case, k = 0, both sides count the ligands.

```lean
/-- Scaling all ligand vectors by `c` multiplies the `k`-th power sum by `cᵏ`. -/
theorem powerSum_smul {ι : Type*} [Fintype ι] (k : ℕ) (c : ℝ) (v : ι → Fin 3 → ℝ)
    (x : Fin 3 → ℝ) : powerSum k (c • v) x = c ^ k * powerSum k v x := by
  simp only [powerSum, Pi.smul_apply, smul_dotProduct, smul_eq_mul, mul_pow, Finset.mul_sum]
```

## (c) Unit length

Show that for every direction in the four shells

uᵢ·uᵢ = 1

The octahedral case is immediate. Before scaling, the squared lengths are 3 for the tetrahedron and cube, and 1 + g² for the icosahedron; the prefactors squared are their inverses. In Lean, `key` and `hs` express this cancellation, and `fin_cases` goes through the vectors.

```lean
/-- All ligand directions of the four polyhedra are unit vectors. -/
theorem unit_directions :
    (∀ i, octahedron i ⬝ᵥ octahedron i = 1) ∧ (∀ i, tetrahedron i ⬝ᵥ tetrahedron i = 1) ∧
    (∀ i, cube i ⬝ᵥ cube i = 1) ∧ (∀ i, icosahedron i ⬝ᵥ icosahedron i = 1) := by
  have key : ∀ (c n : ℝ) (v : Fin 3 → ℝ), c ^ 2 * n = 1 → v ⬝ᵥ v = n →
      (c • v) ⬝ᵥ (c • v) = 1 := by
    intro c n v h hv
    rw [smul_dotProduct, dotProduct_smul, hv, smul_eq_mul, smul_eq_mul]
    linear_combination h
  have hs : ∀ n : ℝ, 0 < n → (Real.sqrt n)⁻¹ ^ 2 * n = 1 := by
    intro n hn
    rw [inv_pow, Real.sq_sqrt hn.le, inv_mul_cancel₀ hn.ne']
  refine ⟨fun i => ?_, fun i => ?_, fun i => ?_, fun i => ?_⟩
  · fin_cases i <;> norm_num [octahedron, dot_components]
  · simp only [tetrahedron, Pi.smul_apply]
    refine key _ _ _ (hs 3 (by norm_num)) ?_
    fin_cases i <;> norm_num [dot_components]
  · simp only [cube, Pi.smul_apply]
    refine key _ _ _ (hs 3 (by norm_num)) ?_
    fin_cases i <;> norm_num [dot_components]
  · simp only [icosahedron, Pi.smul_apply]
    refine key _ _ _ (hs (1 + golden ^ 2) (by positivity)) ?_
    fin_cases i <;> norm_num [dot_components] <;> ring
```

## (d) Octahedral sums

Show that

S₂ = 2r²
S₄ = 2Y + (6/5) r⁴

Opposite ligands contribute equally, so S₂ = 2(x₀² + x₁² + x₂²) and S₄ = 2Q, where

Q = x₀⁴ + x₁⁴ + x₂⁴ = Y + (3/5) r⁴

Lean expands the six terms and compares polynomials with `ring`.

```lean
/-- For the octahedron the quadratic sum is `2 r²` and the quartic sum `2Y + (6/5) r⁴`. -/
theorem octahedron_sums (x : Fin 3 → ℝ) :
    powerSum 2 octahedron x = 2 * (x ⬝ᵥ x) ∧
    powerSum 4 octahedron x = 2 * cubicY x + 6 / 5 * (x ⬝ᵥ x) ^ 2 := by
  constructor <;> simp only [powerSum, cubicY, octahedron, dot_components] <;>
    simp [Fin.sum_univ_succ] <;> ring
```

## (e) Tetrahedral sums

Show that

S₂ = (4/3) r²
S₄ = −(8/9) Y + (4/5) r⁴

For the unscaled sign vectors s,

(s·x)² = r² + 2(s₀s₁x₀x₁ + s₁s₂x₁x₂ + s₂s₀x₂x₀)

Over the four vectors the mixed signs sum to zero, so the quadratic sum is 4r². Squaring first and then summing gives 4r⁴ + 16T, where

T = x₀²x₁² + x₁²x₂² + x₂²x₀² = (r⁴ − Q)/2

The quartic sum is therefore 12r⁴ − 8Q. By (b), divide the two sums by 3 and 9, then insert Q. The factors are `h2` and `h4`.

```lean
/-- For the tetrahedron the quadratic sum is `(4/3) r²` and the quartic sum
`-(8/9)Y + (4/5) r⁴`. -/
theorem tetrahedron_sums (x : Fin 3 → ℝ) :
    powerSum 2 tetrahedron x = 4 / 3 * (x ⬝ᵥ x) ∧
    powerSum 4 tetrahedron x = -(8 / 9) * cubicY x + 4 / 5 * (x ⬝ᵥ x) ^ 2 := by
  have h2 : (Real.sqrt 3)⁻¹ ^ 2 = 1 / 3 := by
    rw [inv_pow, Real.sq_sqrt (by norm_num)]; norm_num
  have h4 : (Real.sqrt 3)⁻¹ ^ 4 = 1 / 9 := by
    linear_combination ((Real.sqrt 3)⁻¹ ^ 2 + 1 / 3) * h2
  rw [tetrahedron, powerSum_smul, powerSum_smul, h2, h4]
  constructor <;> simp only [powerSum, cubicY, dot_components] <;>
    simp [Fin.sum_univ_succ] <;> ring
```

## (f) Cubal sums

Show that

S₂ = (8/3) r²
S₄ = −(16/9) Y + (8/5) r⁴

The cube is the tetrahedron together with its inverted copy. Even powers ignore the inversion, so both sums double. Lean expands all eight terms directly.

```lean
/-- For the cube the quadratic sum is `(8/3) r²` and the quartic sum
`-(16/9)Y + (8/5) r⁴`. -/
theorem cube_sums (x : Fin 3 → ℝ) :
    powerSum 2 cube x = 8 / 3 * (x ⬝ᵥ x) ∧
    powerSum 4 cube x = -(16 / 9) * cubicY x + 8 / 5 * (x ⬝ᵥ x) ^ 2 := by
  have h2 : (Real.sqrt 3)⁻¹ ^ 2 = 1 / 3 := by
    rw [inv_pow, Real.sq_sqrt (by norm_num)]; norm_num
  have h4 : (Real.sqrt 3)⁻¹ ^ 4 = 1 / 9 := by
    linear_combination ((Real.sqrt 3)⁻¹ ^ 2 + 1 / 3) * h2
  rw [cube, powerSum_smul, powerSum_smul, h2, h4]
  constructor <;> simp only [powerSum, cubicY, dot_components] <;>
    simp [Fin.sum_univ_succ] <;> ring
```

## (g) Icosahedral sums

Show that

S₂ = 4r²
S₄ = (12/5) r⁴

Unscaled, the sign changes remove odd terms and leave

quadratic sum = 4(1 + g²) r²
quartic sum = 4(1 + g⁴)Q + 24g²T = 4(1 + g⁴ − 3g²)Q + 12g²r⁴

From g² = g + 1 follows g⁴ = 3g + 2, so the Q term vanishes and (1 + g²)² = 5g². Scaling divides the sums by 1 + g² and (1 + g²)², which gives the result. In Lean, `hg` is the golden-ratio equation and `hk` the resulting factor 1/5.

```lean
/-- For the icosahedron the quadratic sum is `4 r²` and the quartic sum `(12/5) r⁴`. -/
theorem icosahedron_sums (x : Fin 3 → ℝ) :
    powerSum 2 icosahedron x = 4 * (x ⬝ᵥ x) ∧
    powerSum 4 icosahedron x = 12 / 5 * (x ⬝ᵥ x) ^ 2 := by
  have hg : golden ^ 2 = golden + 1 := by
    have h5 : Real.sqrt 5 ^ 2 = 5 := Real.sq_sqrt (by norm_num)
    unfold golden
    linear_combination (1 / 4) * h5
  have hc : (Real.sqrt (1 + golden ^ 2))⁻¹ ^ 2 * (1 + golden ^ 2) = 1 := by
    rw [inv_pow, Real.sq_sqrt (by positivity), inv_mul_cancel₀ (by positivity)]
  rw [icosahedron, powerSum_smul, powerSum_smul]
  generalize (Real.sqrt (1 + golden ^ 2))⁻¹ = c at hc ⊢
  generalize golden = g at hg hc ⊢
  -- the golden-ratio equation gives (1 + g²)² = 5 g²
  have hk : c ^ 4 * g ^ 2 = 1 / 5 := by
    linear_combination (1 / 5) * (c ^ 2 * (1 + g ^ 2) + 1) * hc
      - (1 / 5) * c ^ 4 * (g ^ 2 + g - 1) * hg
  constructor
  · simp only [powerSum, dot_components]
    simp [Fin.sum_univ_succ]
    linear_combination 4 * (x 0 ^ 2 + x 1 ^ 2 + x 2 ^ 2) * hc
  · simp only [powerSum, dot_components]
    simp [Fin.sum_univ_succ]
    linear_combination 4 * c ^ 4 * (g ^ 2 + g - 1) * (x 0 ^ 4 + x 1 ^ 4 + x 2 ^ 4) * hg
      + 12 * (x 0 ^ 2 + x 1 ^ 2 + x 2 ^ 2) ^ 2 * hk
```

## (h) Unique coefficients

Suppose aY + br⁴ = a′Y + b′r⁴ at every x. Show that

a = a′ and b = b′

At (1,0,0), Y = 2/5 and r⁴ = 1; at (1,1,0), Y = −2/5 and r⁴ = 4. Hence

(2/5)(a − a′) + (b − b′) = 0
−(2/5)(a − a′) + 4(b − b′) = 0

Adding gives b = b′, then a = a′. Agreement on the coordinate axes alone would not suffice: there Y and (2/5)r⁴ coincide.

```lean
/-- The coefficients of `Y` and `r⁴` in a quartic field `aY + b r⁴` are unique. -/
theorem coefficients_unique {a b a' b' : ℝ}
    (h : ∀ x, a * cubicY x + b * (x ⬝ᵥ x) ^ 2 = a' * cubicY x + b' * (x ⬝ᵥ x) ^ 2) :
    a = a' ∧ b = b' := by
  -- compare the fields on a fourfold and on a twofold axis
  have hc : ∀ p q s : ℝ,
      a * (p ^ 4 + q ^ 4 + s ^ 4 - 3 / 5 * (p * p + q * q + s * s) ^ 2)
        + b * (p * p + q * q + s * s) ^ 2
      = a' * (p ^ 4 + q ^ 4 + s ^ 4 - 3 / 5 * (p * p + q * q + s * s) ^ 2)
        + b' * (p * p + q * q + s * s) ^ 2 := by
    intro p q s
    have hx := h ![p, q, s]
    simp only [cubicY, dot_components] at hx
    exact hx
  have h1 := hc 1 0 0
  have h2 := hc 1 1 0
  norm_num at h1 h2
  constructor <;> linarith
```

## (i) The field from power sums

For N ligands, show that

F = (35S₄ − 30r²S₂ + 3Nr⁴)/8

Sum the Legendre polynomial term by term:

r⁴P₄(cos θᵢ) = (35(uᵢ·x)⁴ − 30(uᵢ·x)²r² + 3r⁴)/8

The constant term occurs N times, which is `Fintype.card ι` in Lean.

```lean
/-- The fourth-order field in terms of the quartic and quadratic sums and the number of
ligands. -/
theorem fourthOrderField_eq {ι : Type*} [Fintype ι] (u : ι → Fin 3 → ℝ) (x : Fin 3 → ℝ) :
    fourthOrderField u x = (35 * powerSum 4 u x - 30 * (x ⬝ᵥ x) * powerSum 2 u x
      + 3 * (Fintype.card ι : ℝ) * (x ⬝ᵥ x) ^ 2) / 8 := by
  simp only [fourthOrderField, powerSum, ← Finset.sum_div, Finset.sum_add_distrib,
    Finset.sum_sub_distrib, ← Finset.mul_sum, ← Finset.sum_mul, Finset.sum_const,
    Finset.card_univ, nsmul_eq_mul]
  ring
```

## (j) Ratios of the fields

Show that at every x

F_oct = (35/4) Y
F_tet = −(4/9) F_oct
F_cube = −(8/9) F_oct
F_ico = 0

Insert the sums into (i):

8F_oct = 70Y + (42 − 60 + 18) r⁴ = 70Y
8F_tet = −(280/9)Y + (28 − 40 + 12) r⁴ = −(280/9)Y
8F_cube = −(560/9)Y + (56 − 80 + 24) r⁴ = −(560/9)Y
8F_ico = (84 − 120 + 36) r⁴ = 0

Lean makes the same substitutions with `simp only` and finishes with `ring`. The ratios are stated as products, so they also hold where Y = 0.

```lean
/-- The octahedral fourth-order field is `(35/4)Y`; for equal ligands at equal distances the
tetrahedral field is `-4/9` and the cubal field `-8/9` of it, and the icosahedral one is zero. -/
theorem crystal_field_ratios (x : Fin 3 → ℝ) :
    fourthOrderField octahedron x = 35 / 4 * cubicY x ∧
    fourthOrderField tetrahedron x = -(4 / 9) * fourthOrderField octahedron x ∧
    fourthOrderField cube x = -(8 / 9) * fourthOrderField octahedron x ∧
    fourthOrderField icosahedron x = 0 := by
  -- the r⁴ parts cancel in each Legendre sum
  simp only [fourthOrderField_eq, (octahedron_sums x).1, (octahedron_sums x).2,
    (tetrahedron_sums x).1, (tetrahedron_sums x).2, (cube_sums x).1, (cube_sums x).2,
    (icosahedron_sums x).1, (icosahedron_sums x).2, Fintype.card_fin]
  refine ⟨?_, ?_, ?_, ?_⟩ <;> push_cast <;> ring

end

end CubicCrystalField
```

```lean
#print axioms CubicCrystalField.unit_directions
#print axioms CubicCrystalField.coefficients_unique
#print axioms CubicCrystalField.crystal_field_ratios
```

```
'CubicCrystalField.unit_directions' depends on axioms: [propext, Classical.choice, Quot.sound]
'CubicCrystalField.coefficients_unique' depends on axioms: [propext, Classical.choice, Quot.sound]
'CubicCrystalField.crystal_field_ratios' depends on axioms: [propext, Classical.choice, Quot.sound]
```
